# The temperature of a Joule-heated Wiedemann-Franz conductor as a function of its potential

## Conductor, potential and thermal conductivity

A conductor occupies the interval 0 ≤ x ≤ l, with l > 0. Its electrical conductivity is s(x) > 0, its electric potential is p(x), and its temperature is T(x). A prime denotes d/dx. The voltage V > 0 is applied symmetrically, so p(0) = -V/2 and p(l) = V/2. The end temperatures are T₁ at x = 0 and T₂ at x = l; when they are equal, both are called T₀.

The constant j = s p' expresses charge conservation in the steady state. Since the electric current density is -s p', j is its negative: the current flows towards smaller x.

```lean
import Mathlib

open Set

namespace WiedemannFranzJouleHeating

noncomputable section
```

The thermal conductivity κ is taken from the Wiedemann-Franz law,

κ(x) = L s(x) T(x),

with one Lorenz number L for the whole conductor. This law is an assumption here. It stands for heat carried by the same electrons that carry the charge, with a fixed ratio κ/(sT). For a degenerate electron gas with elastic scattering, L = (π²/3)(k_B/e)², where k_B is Boltzmann's constant and e the elementary charge. The code leaves L as a real parameter.

```lean
/-- The thermal conductivity `L s T` given by the Wiedemann-Franz law for Lorenz number `L`,
electrical conductivity `s` and temperature `T`. -/
def thermalConductivity (L : ℝ) (s T : ℝ → ℝ) (x : ℝ) : ℝ := L * s x * T x
```

In the steady state, the Joule heat s p'² released per unit volume is removed by conduction along the wire:

(κ T')' = -s p'².

The structure `JouleHeated` collects this balance with the boundary values and the constant current. The functions `dp` and `dT` are p' and T', tied to `p` and `T` by `HasDerivAt` at interior points. At the contacts only continuity of p and T is required. The conductivity may vary in space and need not be differentiable, because the heat balance differentiates only the product κT'. A jump in s, as at a junction of two metals, is excluded: p' = j/s would jump too, and p would have no derivative there.

The model is one-dimensional. It leaves out heat loss through the sides, cooling of the electrons by phonons, lattice heat conduction and thermoelectric effects.

```lean
/-- A conductor on `[0, l]` with positive conductivity `s`, potential `p` from `-V/2` to `V/2`,
constant `s p' = j`, and end temperatures `T₁`, `T₂`, in which heat conduction with thermal
conductivity `L s T` balances Joule heating. The functions `dp` and `dT` are the gradients of `p`
and `T`. -/
structure JouleHeated (l L V T₁ T₂ j : ℝ) (s p dp T dT : ℝ → ℝ) : Prop where
  length_pos : 0 < l
  voltage_pos : 0 < V
  s_pos : ∀ x ∈ Ioo 0 l, 0 < s x
  p_cont : ContinuousOn p (Icc 0 l)
  T_cont : ContinuousOn T (Icc 0 l)
  p_deriv : ∀ x ∈ Ioo 0 l, HasDerivAt p (dp x) x
  T_deriv : ∀ x ∈ Ioo 0 l, HasDerivAt T (dT x) x
  p_left : p 0 = -V / 2
  p_right : p l = V / 2
  T_left : T 0 = T₁
  T_right : T l = T₂
  current : ∀ x ∈ Ioo 0 l, s x * dp x = j
  heat : ∀ x ∈ Ioo 0 l,
    HasDerivAt (fun y => thermalConductivity L s T y * dT y) (-(s x * dp x ^ 2)) x
```

## From zero gradient to equal end values

The derivation uses two conserved quantities, and both rest on the mean value theorem. If f is continuous on [a, b] with a < b and f' = 0 inside, then for some c between a and b

f(b) - f(a) = f'(c)(b - a) = 0.

If a = b there is nothing to prove. Mathlib's `exists_hasDerivAt_eq_slope` supplies the point c.

```lean
/-- A quantity that is continuous on a closed interval and has zero gradient inside it
takes the same value at both ends. -/
theorem eq_of_zero_gradient {a b : ℝ} {f : ℝ → ℝ} (hab : a ≤ b)
    (hc : ContinuousOn f (Icc a b)) (hd : ∀ x ∈ Ioo a b, HasDerivAt f 0 x) : f a = f b := by
  rcases hab.eq_or_lt with h | h
  · rw [h]
  · obtain ⟨c, _, he⟩ := exists_hasDerivAt_eq_slope f (fun _ => 0) h hc hd
    rcases div_eq_zero_iff.mp he.symm with h0 | h0 <;> linarith
```

## The sign of j

Applied to the potential, the mean value theorem gives an interior point c with

p'(c) = (p(l) - p(0))/l = V/l > 0.

Hence j = s(c) p'(c) > 0. This permits the division by j further on.

```lean
variable {l L V T₁ T₂ T₀ j : ℝ} {s p dp T dT : ℝ → ℝ}

/-- In a Joule-heated conductor the constant `j = s p'` is positive. -/
theorem current_pos (h : JouleHeated l L V T₁ T₂ j s p dp T dT) : 0 < j := by
  obtain ⟨c, hc, he⟩ := exists_hasDerivAt_eq_slope p dp h.length_pos h.p_cont h.p_deriv
  have hdp : 0 < dp c := by
    rw [he, h.p_left, h.p_right]
    exact div_pos (by linarith [h.voltage_pos]) (by linarith [h.length_pos])
  rw [← h.current c hc]
  exact mul_pos (h.s_pos c hc) hdp
```

## Conservation of the energy current

Add the electrical term j p to the conduction term κT' and differentiate:

(κT' + j p)' = -s p'² + j p' = p'(j - s p') = 0.

So there is a constant C with

κT' + j p = C

at every interior point. Physically, -C is the total energy current density, heat plus electrical energy.

The contacts are excluded because nothing is assumed about T' there. The proof therefore compares each interior point x with the midpoint l/2, applying the zero-gradient lemma to the interval between them. The cases x ≤ l/2 and l/2 ≤ x are treated separately.

```lean
/-- In a Joule-heated conductor the sum of the conduction term `L s T T'` and the electrical
term `j p` has the same value at all interior points. -/
theorem energy_current_conserved (h : JouleHeated l L V T₁ T₂ j s p dp T dT) :
    ∃ C, ∀ x ∈ Ioo 0 l, thermalConductivity L s T x * dT x + j * p x = C := by
  have hd : ∀ x ∈ Ioo 0 l,
      HasDerivAt (fun y => thermalConductivity L s T y * dT y + j * p y) 0 x := by
    intro x hx
    refine ((h.heat x hx).fun_add ((h.p_deriv x hx).const_mul j)).congr_deriv ?_
    linear_combination -dp x * h.current x hx
  have key : ∀ u ∈ Ioo 0 l, ∀ v ∈ Ioo 0 l, u ≤ v →
      thermalConductivity L s T u * dT u + j * p u
        = thermalConductivity L s T v * dT v + j * p v := by
    intro u hu v hv huv
    exact eq_of_zero_gradient (f := fun y => thermalConductivity L s T y * dT y + j * p y) huv
      (fun z hz => (hd z ⟨lt_of_lt_of_le hu.1 hz.1,
        lt_of_le_of_lt hz.2 hv.2⟩).continuousAt.continuousWithinAt)
      (fun z hz => hd z ⟨hu.1.trans hz.1, hz.2.trans hv.2⟩)
  have hm : l / 2 ∈ Ioo 0 l := ⟨by linarith [h.length_pos], by linarith [h.length_pos]⟩
  refine ⟨thermalConductivity L s T (l / 2) * dT (l / 2) + j * p (l / 2), fun x hx => ?_⟩
  rcases le_total x (l / 2) with hle | hle
  · exact key x hx _ hm hle
  · exact (key _ hm x hx hle).symm
```

## The temperature profile

A second conserved quantity contains no derivatives and so extends to the contacts:

F = j(L T² + p²) - 2C p.

Its derivative is

F' = 2jL T T' + 2j p p' - 2C p'.

Replacing j by s p' in the first term turns that term into 2p' κT', so

F' = 2p'(κT' + j p - C) = 0.

F is continuous on [0, l], hence constant there. Its end values are

F(0) = j(L T₁² + V²/4) + C V,

F(l) = j(L T₂² + V²/4) - C V.

Equating them gives

C = jL(T₂² - T₁²)/(2V).

Inserting this in F(x) = F(0) and dividing by j leaves

L T² + p² = L(T₁² + T₂²)/2 + L(T₂² - T₁²)p/V + V²/4,

and division by L gives

T² = (T₁² + T₂²)/2 + (T₂² - T₁²)p/V + (V²/4 - p²)/L.

In the code, `h1` is F(0) = F(x) and `h2` is F(0) = F(l). A linear combination of the two eliminates C without solving for it, and `mul_left_cancel₀` removes the factor j. The theorem holds at every x in [0, l], contacts included, and needs only L ≠ 0.

```lean
/-- For nonzero Lorenz number, the squared temperature of a Joule-heated conductor with end
temperatures `T₁` and `T₂` is a quadratic function of the local potential. -/
theorem temperature_profile (h : JouleHeated l L V T₁ T₂ j s p dp T dT) (hL : L ≠ 0)
    {x : ℝ} (hx : x ∈ Icc 0 l) :
    T x ^ 2 = (T₁ ^ 2 + T₂ ^ 2) / 2 + (T₂ ^ 2 - T₁ ^ 2) / V * p x
      + (V ^ 2 / 4 - p x ^ 2) / L := by
  obtain ⟨C, hC⟩ := energy_current_conserved h
  have hTc := h.T_cont
  have hpc := h.p_cont
  -- a combination of T², p² and p that is constant along the wire
  let F : ℝ → ℝ := fun y => j * (L * (T y * T y) + p y * p y) - 2 * C * p y
  have hF : ContinuousOn F (Icc 0 l) := by
    dsimp only [F]
    fun_prop
  have hd : ∀ y ∈ Ioo 0 l, HasDerivAt F 0 y := by
    intro y hy
    have hT := h.T_deriv y hy
    have hp := h.p_deriv y hy
    have hCy := hC y hy
    unfold thermalConductivity at hCy
    refine (((((hT.fun_mul hT).const_mul L).fun_add (hp.fun_mul hp)).const_mul j).fun_sub
      (hp.const_mul (2 * C))).congr_deriv ?_
    linear_combination 2 * dp y * hCy - 2 * L * T y * dT y * h.current y hy
  have h1 : F 0 = F x := eq_of_zero_gradient hx.1 (hF.mono (Icc_subset_Icc_right hx.2))
    (fun y hy => hd y ⟨hy.1, lt_of_lt_of_le hy.2 hx.2⟩)
  have h2 : F 0 = F l := eq_of_zero_gradient h.length_pos.le hF hd
  simp only [F, h.p_left, h.p_right, h.T_left, h.T_right] at h1 h2
  -- the boundary values fix C, and the nonzero current cancels
  have key : 2 * V * (L * T x ^ 2 + p x ^ 2 - V ^ 2 / 4) - V * L * (T₁ ^ 2 + T₂ ^ 2)
      - 2 * L * (T₂ ^ 2 - T₁ ^ 2) * p x = 0 := by
    apply mul_left_cancel₀ (current_pos h).ne'
    linear_combination -2 * V * h1 + (2 * p x + V) * h2
  have hV := h.voltage_pos.ne'
  have e : T x ^ 2 - ((T₁ ^ 2 + T₂ ^ 2) / 2 + (T₂ ^ 2 - T₁ ^ 2) / V * p x
      + (V ^ 2 / 4 - p x ^ 2) / L)
      = (2 * V * (L * T x ^ 2 + p x ^ 2 - V ^ 2 / 4) - V * L * (T₁ ^ 2 + T₂ ^ 2)
      - 2 * L * (T₂ ^ 2 - T₁ ^ 2) * p x) / (2 * V * L) := by
    field_simp
    ring
  rw [key, zero_div] at e
  linarith
```

For equal end temperatures the term linear in p vanishes:

T² = T₀² + (V²/4 - p²)/L.

The conductivity enters only through the potential: two conductors with the same L, V and T₀ but different s(x) have the same T² at points of equal potential.

```lean
/-- With both ends at `T₀` and nonzero Lorenz number, the squared temperature depends on position
only through the local potential: `T² = T₀² + (V²/4 - p²)/L`. -/
theorem temperature_profile_equal_ends (h : JouleHeated l L V T₀ T₀ j s p dp T dT)
    (hL : L ≠ 0) {x : ℝ} (hx : x ∈ Icc 0 l) :
    T x ^ 2 = T₀ ^ 2 + (V ^ 2 / 4 - p x ^ 2) / L := by
  rw [temperature_profile h hL hx]
  ring
```

## The hottest point

Let L > 0. Since p² ≥ 0, the profile gives

T² ≤ T₀² + V²/(4L),

with equality where p = 0. Such a point exists by the intermediate value theorem, because p is continuous and runs from -V/2 to V/2. It is the midpoint in potential, which need not be the geometric midpoint if s varies.

In Lean, `IsGreatest` says that the value belongs to the set of all T(x)² on [0, l] and bounds that set from above. The two halves of the proof follow these two requirements.

```lean
/-- With both ends at `T₀` and positive Lorenz number, the largest squared temperature in the
conductor is `T₀² + V²/(4L)`. -/
theorem max_sq_temperature (h : JouleHeated l L V T₀ T₀ j s p dp T dT) (hL : 0 < L) :
    IsGreatest ((fun x => T x ^ 2) '' Icc 0 l) (T₀ ^ 2 + V ^ 2 / (4 * L)) := by
  have hV := h.voltage_pos
  have e : V ^ 2 / (4 * L) = V ^ 2 / 4 / L := by rw [div_div]
  constructor
  · -- the potential vanishes somewhere, by the intermediate value theorem
    have h0 : (0 : ℝ) ∈ Icc (p 0) (p l) := by
      rw [h.p_left, h.p_right]
      constructor <;> linarith
    obtain ⟨x, hx, hpx⟩ := intermediate_value_Icc h.length_pos.le h.p_cont h0
    refine ⟨x, hx, ?_⟩
    change T x ^ 2 = _
    rw [temperature_profile_equal_ends h hL.ne' hx, hpx, e]
    ring
  · rintro _ ⟨y, hy, rfl⟩
    change T y ^ 2 ≤ _
    rw [temperature_profile_equal_ends h hL.ne' hy, e, sub_div]
    have : 0 ≤ p y ^ 2 / L := by positivity
    linarith
```

If T > 0 throughout, taking square roots preserves the order, and the peak temperature is

T_max = √(T₀² + V²/(4L)).

For weak heating, V² ≪ 4L T₀², expanding the root by hand gives a rise of about V²/(8L T₀), quadratic in the voltage. In the opposite limit T₀ → 0, the peak tends to V/(2√L), which is proportional to the voltage. With the Lorenz number of the degenerate electron gas this is √3 eV/(2πk_B), an estimate of electron heating in a diffusive metal wire, provided that phonon cooling is negligible and that the electrons exchange energy with one another fast enough to have a local temperature.

```lean
/-- With both ends at `T₀`, positive Lorenz number and positive temperature throughout, the peak
temperature of a Joule-heated conductor is `√(T₀² + V²/(4L))`. -/
theorem peak_temperature (h : JouleHeated l L V T₀ T₀ j s p dp T dT) (hL : 0 < L)
    (hT : ∀ x ∈ Icc 0 l, 0 < T x) :
    IsGreatest (T '' Icc 0 l) (√(T₀ ^ 2 + V ^ 2 / (4 * L))) := by
  obtain ⟨⟨x, hx, hxe⟩, hub⟩ := max_sq_temperature h hL
  constructor
  · refine ⟨x, hx, ?_⟩
    rw [← hxe]
    exact (Real.sqrt_sq (hT x hx).le).symm
  · rintro _ ⟨y, hy, rfl⟩
    exact (Real.le_sqrt' (hT y hy)).2 (hub ⟨y, hy, rfl⟩)
```

## From the profile back to the heat balance

Suppose that s p' = j is constant and that a differentiable T satisfies, with constants a and b,

T² = a + b p - p²/L.

Differentiation gives

2T T' = b p' - 2p p'/L.

Multiplying by L s/2 and using s p' = j yields

κT' = L b j/2 - j p.

The right-hand side can be differentiated even where s cannot, and

(κT')' = -j p' = -s p'².

So the heat balance holds. The proof has the same two stages: `flux` is the formula for κT', obtained by differentiating T² in two ways and using uniqueness of the derivative, and `hd` is its derivative. The voltage, the boundary values and the sign of s play no part.

The linearity in T² is also useful numerically. With u = T², the heat balance reads

(s u')' = -2s p'²/L,

which is a linear equation for u once p is known. If s does not depend on temperature, p can be found first, and a finite-difference code can then solve one linear system for u and take the root at the end, with no iteration over the temperature-dependent κ. For uniform s on a uniform grid, u is quadratic in x, so the usual three-point second difference reproduces the profile at the nodes up to rounding. A deviation beyond rounding therefore signals a mistake in the code, for example in the boundary conditions or the source term.

```lean
/-- Conversely, for constant `s p'` and nonzero Lorenz number, every differentiable temperature
with `T² = a + b p - p²/L` satisfies the balance of heat conduction and Joule heating. -/
theorem heat_balance_of_profile {a b : ℝ} (hL : L ≠ 0)
    (hp : ∀ x ∈ Ioo 0 l, HasDerivAt p (dp x) x) (hT : ∀ x ∈ Ioo 0 l, HasDerivAt T (dT x) x)
    (hj : ∀ x ∈ Ioo 0 l, s x * dp x = j)
    (hprof : ∀ x ∈ Ioo 0 l, T x ^ 2 = a + b * p x - p x ^ 2 / L) {x : ℝ} (hx : x ∈ Ioo 0 l) :
    HasDerivAt (fun y => thermalConductivity L s T y * dT y) (-(s x * dp x ^ 2)) x := by
  -- differentiating the profile gives the conduction term `L s T T'` as a function of p
  have flux : ∀ y ∈ Ioo 0 l,
      thermalConductivity L s T y * dT y = L * b * j / 2 - j * p y := by
    intro y hy
    have h1 := (hT y hy).fun_mul (hT y hy)
    have h2 := (((hp y hy).const_mul b).const_add a).fun_sub
      (((hp y hy).fun_mul (hp y hy)).div_const L)
    have h3 := h2.congr_of_eventuallyEq (f₁ := fun z => T z * T z) (by
      filter_upwards [Ioo_mem_nhds hy.1 hy.2] with z hz
      linear_combination hprof z hz)
    have e := h1.unique h3
    have c : L * ((dp y * p y + p y * dp y) / L) = dp y * p y + p y * dp y := by
      field_simp
    unfold thermalConductivity
    linear_combination s y / 2 * (L * e - c) + (L * b / 2 - p y) * hj y hy
  have hd : HasDerivAt (fun y => L * b * j / 2 - j * p y) (-(s x * dp x ^ 2)) x := by
    refine (((hp x hx).const_mul j).const_sub (L * b * j / 2)).congr_deriv ?_
    linear_combination dp x * hj x hx
  refine hd.congr_of_eventuallyEq ?_
  filter_upwards [Ioo_mem_nhds hx.1 hx.2] with y hy
  exact flux y hy
```

## A uniform wire with peak temperature √2

In dimensionless units take l = 2, s = L = 1, V = 2 and T₀ = 1. Then p = x - 1, j = 1 and

T = √(2 - (x - 1)²).

The temperature is 1 at both ends and √2 in the middle, in agreement with √(T₀² + V²/(4L)) = √(1 + 1).

The last theorem confirms that this wire meets every condition in `JouleHeated` and has positive temperature throughout. The radicand equals 1 + x(2 - x), which is at least 1 on [0, 2], so the square root is differentiable at every interior point. The heat balance comes from the preceding theorem with a = 2 and b = 0.

```lean
/-- A uniform wire on `[0, 2]` with `s = L = 1`, `p = x - 1` and `T = √(2 - (x - 1)²)` is a
Joule-heated conductor with both ends at temperature 1, and its temperature is positive. -/
theorem jouleHeated_witness :
    JouleHeated 2 1 2 1 1 1 (fun _ => 1) (fun x => x - 1) (fun _ => 1)
      (fun x => √(2 - (x - 1) ^ 2)) (fun x => -(x - 1) / √(2 - (x - 1) ^ 2)) ∧
    ∀ x ∈ Icc (0 : ℝ) 2, 0 < √(2 - (x - 1) ^ 2) := by
  have hpos : ∀ x ∈ Icc (0 : ℝ) 2, 0 < 2 - (x - 1) ^ 2 := fun x hx => by
    nlinarith [mul_nonneg hx.1 (sub_nonneg.2 hx.2)]
  have hp : ∀ x ∈ Ioo (0 : ℝ) 2, HasDerivAt (fun y : ℝ => y - 1) 1 x :=
    fun x _ => (hasDerivAt_id x).sub_const 1
  have hT : ∀ x ∈ Ioo (0 : ℝ) 2, HasDerivAt (fun y : ℝ => √(2 - (y - 1) ^ 2))
      (-(x - 1) / √(2 - (x - 1) ^ 2)) x := by
    intro x hx
    have h1 : HasDerivAt (fun y : ℝ => 2 - (y - 1) ^ 2) (-(2 * (x - 1))) x :=
      (((hp x hx).fun_pow 2).const_sub 2).congr_deriv (by norm_num)
    refine (h1.sqrt (hpos x (Ioo_subset_Icc_self hx)).ne').congr_deriv ?_
    rw [← mul_neg, mul_div_mul_left _ _ two_ne_zero]
  refine ⟨⟨by norm_num, by norm_num, fun _ _ => one_pos, by fun_prop, by fun_prop, hp, hT,
    by norm_num, by norm_num, by norm_num, by norm_num, fun _ _ => by norm_num, ?_⟩,
    fun x hx => Real.sqrt_pos.2 (hpos x hx)⟩
  intro x hx
  refine heat_balance_of_profile (a := 2) (b := 0) (j := 1) one_ne_zero hp hT
    (fun _ _ => by norm_num) (fun y hy => ?_) hx
  rw [Real.sq_sqrt (hpos y (Ioo_subset_Icc_self hy)).le]
  ring

end

end WiedemannFranzJouleHeating
```

```lean
#print axioms WiedemannFranzJouleHeating.temperature_profile
#print axioms WiedemannFranzJouleHeating.peak_temperature
```

```
'WiedemannFranzJouleHeating.temperature_profile' depends on axioms: [propext, Classical.choice, Quot.sound]
'WiedemannFranzJouleHeating.peak_temperature' depends on axioms: [propext, Classical.choice, Quot.sound]
```
